# For reciprocal force constants, equal sharing of the boundary cells makes the dynamical matrix Hermitian at every wave number

A supercell phonon calculation delivers force constants for a finite ring of cells. To draw a dispersion curve, a program Fourier-sums them at wave numbers between those that fit the supercell. If the ring has 2m cells, the cell at distance m lies equally far to the left and to the right, and the program must decide which phase to give it. Choosing one side generally spoils Hermiticity between the fitting wave numbers. Giving half the coupling to each side restores it and changes nothing at the fitting ones.

The model is harmonic and periodic along one direction, with any number of degrees of freedom per cell. Within it, the result secures real squared frequencies along the interpolated curve, but says nothing about how accurate they are.

## Phases, weights and two Fourier sums

```lean
import Mathlib

open Matrix

namespace PhononBoundarySharing

noncomputable section

variable {n : Type*}
```

The type `n` labels the degrees of freedom in one cell, for example atom and Cartesian direction together. Force constants will be a function `Φ : ℤ → Matrix n n ℝ`, one real matrix Φ(r) for each cell separation r. Masses do not appear; Φ may be read as already mass-weighted.

```lean
/-- The Bloch phase `exp(iqr)` between cells a distance `r` apart. -/
def phase (q : ℝ) (r : ℤ) : ℂ := Complex.exp (((q * r : ℝ) : ℂ) * Complex.I)
```

This is exp(iqr), with q real and r an integer. Lengths are measured in cells, so q is a phase per cell, and all degrees of freedom in a cell share the same phase.

```lean
/-- The sharing weight: one half for the boundary cells `r = m` and `r = -m`, one otherwise. -/
def weight (m : ℕ) (r : ℤ) : ℝ := if |r| = (m : ℤ) then 1 / 2 else 1
```

The weight w(r) is 1/2 when |r| = m and 1 otherwise.

```lean
/-- The dynamical matrix summed over the one-sided range of cells `1 - m, ..., m`. -/
def cutDyn (m : ℕ) (Φ : ℤ → Matrix n n ℝ) (q : ℝ) : Matrix n n ℂ :=
  Matrix.of fun a b => ∑ r ∈ Finset.Ioc (-(m : ℤ)) m, (Φ r a b : ℂ) * phase q r
```

`Finset.Ioc` is an interval open on the left and closed on the right, so r runs over 1−m, …, m. With C for `cutDyn`, the entries are

C_ab(q) = Σ_{r=1−m}^{m} Φ_ab(r) exp(iqr).

```lean
/-- The dynamical matrix summed over `-m, ..., m` with the boundary cells shared equally. -/
def sharedDyn (m : ℕ) (Φ : ℤ → Matrix n n ℝ) (q : ℝ) : Matrix n n ℂ :=
  Matrix.of fun a b =>
    ∑ r ∈ Finset.Icc (-(m : ℤ)) m, (weight m r : ℂ) * (Φ r a b : ℂ) * phase q r
```

`Finset.Icc` includes both ends. With S for `sharedDyn`,

S_ab(q) = Σ_{r=−m}^{m} w(r) Φ_ab(r) exp(iqr).

```lean
/-- The Bloch phase split into its cosine and sine parts. -/
lemma phase_eq (q : ℝ) (r : ℤ) :
    phase q r = (Real.cos (q * r) : ℂ) + (Real.sin (q * r) : ℂ) * Complex.I := by
  rw [phase, Complex.exp_mul_I, Complex.ofReal_cos, Complex.ofReal_sin]
```

This is Euler's formula, exp(iqr) = cos(qr) + i sin(qr).

```lean
/-- Complex conjugation of a Bloch phase reverses the separation of the cells. -/
lemma star_phase (q : ℝ) (r : ℤ) : star (phase q r) = phase q (-r) := by
  change (starRingEnd ℂ) (phase q r) = _
  rw [phase_eq, phase_eq]
  simp only [map_add, map_mul, Complex.conj_ofReal, Complex.conj_I, Int.cast_neg, mul_neg,
    Real.cos_neg, Real.sin_neg, Complex.ofReal_neg, neg_mul]
```

Here `star` is complex conjugation: the conjugate of exp(iqr) is exp(−iqr), the phase for separation −r.

## Hermiticity of the shared sum

```lean
/-- With reciprocal force constants, the shared dynamical matrix is Hermitian at every real
wave number. -/
theorem shared_isHermitian (m : ℕ) (Φ : ℤ → Matrix n n ℝ)
    (hrec : ∀ r, Φ (-r) = (Φ r)ᵀ) (q : ℝ) : (sharedDyn m Φ q).IsHermitian := by
  refine Matrix.IsHermitian.ext fun a b => ?_
  have hs (x : ℝ) : star (x : ℂ) = x := Complex.conj_ofReal x
  simp only [sharedDyn, Matrix.of_apply, star_sum, star_mul', star_phase]
  -- reflect the range of cells, r ↦ -r
  refine Finset.sum_equiv (Equiv.neg ℤ) (fun r => ?_) (fun r _ => ?_)
  · simp only [Finset.mem_Icc, Equiv.neg_apply]
    omega
  · have h : Φ (-r) a b = Φ r b a := by
      rw [hrec]
      rfl
    simp only [Equiv.neg_apply, hs, h, weight, abs_neg]
```

The hypothesis `hrec` says Φ(−r) = Φ(r)ᵀ for every r. Physically, it combines the symmetry of second derivatives of the energy with translation invariance: the coupling of a here to b at −r equals the coupling of b here to a at r.

By hand, conjugate the transposed entry and then rename r as −r:

S_ba(q)* = Σ w(r) Φ_ba(r) exp(−iqr)
= Σ w(−r) Φ_ba(−r) exp(iqr)
= Σ w(r) Φ_ab(r) exp(iqr) = S_ab(q).

The last line uses the evenness of w and reciprocity. In Lean, `Matrix.IsHermitian.ext` reduces the claim to entries, `Finset.sum_equiv` with `Equiv.neg ℤ` performs the renaming, and `h` supplies reciprocity. Periodicity plays no part.

## The difference between the two sums

```lean
/-- For `m ≥ 1`, if the two boundary cells carry the same force constants, sharing them subtracts `i
sin(qm) Φ(m)` from the one-sided dynamical matrix. -/
theorem shared_eq_cut_sub {m : ℕ} (hm : 1 ≤ m) (Φ : ℤ → Matrix n n ℝ)
    (hedge : Φ (-(m : ℤ)) = Φ m) (q : ℝ) :
    sharedDyn m Φ q = cutDyn m Φ q
      - ((Real.sin (q * m) : ℂ) * Complex.I) • (Φ m).map Complex.ofReal := by
  have hI : Finset.Ioc (-(m : ℤ)) m = insert (m : ℤ) (Finset.Ioo (-(m : ℤ)) m) := by
    ext r
    simp only [Finset.mem_insert, Finset.mem_Ioc, Finset.mem_Ioo]
    omega
  have hC : Finset.Icc (-(m : ℤ)) m
      = insert (-(m : ℤ)) (insert (m : ℤ) (Finset.Ioo (-(m : ℤ)) m)) := by
    ext r
    simp only [Finset.mem_insert, Finset.mem_Icc, Finset.mem_Ioo]
    omega
  have h1 : -(m : ℤ) ∉ insert (m : ℤ) (Finset.Ioo (-(m : ℤ)) m) := by
    simp only [Finset.mem_insert, Finset.mem_Ioo]
    omega
  have h2 : (m : ℤ) ∉ Finset.Ioo (-(m : ℤ)) m := by
    simp only [Finset.mem_Ioo]
    omega
  have hw1 : weight m (-(m : ℤ)) = 1 / 2 := by simp [weight]
  have hw2 : weight m (m : ℤ) = 1 / 2 := by simp [weight]
  have hpos : phase q (m : ℤ)
      = (Real.cos (q * m) : ℂ) + (Real.sin (q * m) : ℂ) * Complex.I := by
    rw [phase_eq, Int.cast_natCast]
  have hneg : phase q (-(m : ℤ))
      = (Real.cos (q * m) : ℂ) + -((Real.sin (q * m) : ℂ) * Complex.I) := by
    rw [phase_eq]
    simp only [Int.cast_neg, Int.cast_natCast, mul_neg, Real.cos_neg, Real.sin_neg,
      Complex.ofReal_neg, neg_mul]
  ext a b
  -- interior cells have weight one
  have hin : ∑ r ∈ Finset.Ioo (-(m : ℤ)) m, (weight m r : ℂ) * (Φ r a b : ℂ) * phase q r
      = ∑ r ∈ Finset.Ioo (-(m : ℤ)) m, (Φ r a b : ℂ) * phase q r := by
    refine Finset.sum_congr rfl fun r hr => ?_
    have hne : |r| ≠ (m : ℤ) := (abs_lt.mpr (Finset.mem_Ioo.mp hr)).ne
    rw [weight, if_neg hne, Complex.ofReal_one, one_mul]
  simp only [sharedDyn, cutDyn, Matrix.sub_apply, Matrix.smul_apply, Matrix.map_apply,
    Matrix.of_apply, smul_eq_mul]
  rw [hC, hI, Finset.sum_insert h1, Finset.sum_insert h2, Finset.sum_insert h2, hin,
    hw1, hw2, hedge, hpos, hneg]
  push_cast
  ring
```

The hypothesis `hedge` says that the two boundary cells carry the same matrix, Φ(−m) = Φ(m). For m ≥ 1, the interior terms |r| < m are identical in S and C. The boundary contributes

to S: ½ Φ(m) [exp(iqm) + exp(−iqm)] = cos(qm) Φ(m),
to C: exp(iqm) Φ(m) = [cos(qm) + i sin(qm)] Φ(m).

Subtracting gives

S(q) = C(q) − i sin(qm) Φ(m).

The proof follows this split. `hI` and `hC` detach the boundary cells from the open interval, `hin` removes the unit weights inside it, and `ring` finishes the algebra. The expression `(Φ m).map Complex.ofReal` is just Φ(m) regarded as a complex matrix.

```lean
/-- For reciprocal force constants with `Φ(-m) = Φ(m)`, the one-sided dynamical matrix minus its
adjoint is `2i sin(qm) Φ(m)`. -/
theorem cut_sub_adjoint (m : ℕ) (Φ : ℤ → Matrix n n ℝ) (hrec : ∀ r, Φ (-r) = (Φ r)ᵀ)
    (hedge : Φ (-(m : ℤ)) = Φ m) (q : ℝ) :
    cutDyn m Φ q - (cutDyn m Φ q)ᴴ
      = (2 * ((Real.sin (q * m) : ℂ) * Complex.I)) • (Φ m).map Complex.ofReal := by
  rcases Nat.eq_zero_or_pos m with h0 | hm
  · subst h0
    ext a b
    simp [cutDyn]
  have hc : cutDyn m Φ q = sharedDyn m Φ q
      + ((Real.sin (q * m) : ℂ) * Complex.I) • (Φ m).map Complex.ofReal := by
    rw [shared_eq_cut_sub hm Φ hedge q, sub_add_cancel]
  -- the boundary force constants form a symmetric matrix
  have hB : ((Φ m).map Complex.ofReal)ᴴ = (Φ m).map Complex.ofReal := by
    ext a b
    have h : Φ m b a = Φ m a b :=
      congrArg (fun M : Matrix n n ℝ => M a b) ((hrec m).symm.trans hedge)
    change (starRingEnd ℂ) ((Φ m b a : ℝ) : ℂ) = ((Φ m a b : ℝ) : ℂ)
    rw [Complex.conj_ofReal, h]
  have hs : star ((Real.sin (q * m) : ℂ) * Complex.I)
      = -((Real.sin (q * m) : ℂ) * Complex.I) := by
    change (starRingEnd ℂ) _ = _
    rw [map_mul, Complex.conj_ofReal, Complex.conj_I, mul_neg]
  rw [hc, Matrix.conjTranspose_add, Matrix.conjTranspose_smul,
    (shared_isHermitian m Φ hrec q).eq, hB, hs]
  module
```

The symbol `ᴴ` denotes the adjoint, written † below. Reciprocity and equal boundary matrices together give Φ(m)ᵀ = Φ(−m) = Φ(m), so Φ(m) is symmetric. Since S is Hermitian,

C = S + i sin(qm) Φ(m),
C† = S − i sin(qm) Φ(m),
C − C† = 2i sin(qm) Φ(m).

In the code, `hB` is the symmetry of Φ(m) and `hs` the sign change of i sin(qm) under conjugation. The case m = 0 is treated separately: the one-sided sum is then empty, and both sides vanish.

```lean
/-- For reciprocal force constants with `Φ(-m) = Φ(m)`, the one-sided dynamical matrix is Hermitian
at `q` exactly when `sin(qm)` vanishes or the boundary force constants vanish. -/
theorem cut_isHermitian_iff (m : ℕ) (Φ : ℤ → Matrix n n ℝ) (hrec : ∀ r, Φ (-r) = (Φ r)ᵀ)
    (hedge : Φ (-(m : ℤ)) = Φ m) (q : ℝ) :
    (cutDyn m Φ q).IsHermitian ↔ Real.sin (q * m) = 0 ∨ Φ m = 0 := by
  have key := cut_sub_adjoint m Φ hrec hedge q
  constructor
  · intro h
    rw [h.eq, sub_self] at key
    by_cases hs : Real.sin (q * m) = 0
    · exact Or.inl hs
    · right
      ext a b
      have hne : (2 : ℂ) * ((Real.sin (q * m) : ℂ) * Complex.I) ≠ 0 :=
        mul_ne_zero two_ne_zero (mul_ne_zero (Complex.ofReal_ne_zero.mpr hs) Complex.I_ne_zero)
      have e := congrArg (fun M : Matrix n n ℂ => M a b) key
      simp only [Matrix.zero_apply, Matrix.smul_apply, Matrix.map_apply, smul_eq_mul] at e
      exact Complex.ofReal_eq_zero.mp ((mul_eq_zero.mp e.symm).resolve_left hne)
  · intro h
    have h0 : cutDyn m Φ q - (cutDyn m Φ q)ᴴ = 0 := by
      rw [key]
      rcases h with h | h
      · rw [h]
        simp
      · rw [h]
        ext a b
        simp
    exact (sub_eq_zero.mp h0).symm
```

C is Hermitian exactly when the right-hand side of the previous equation is zero. A number times a matrix vanishes only if the number or the matrix does, so the condition is

sin(qm) = 0 or Φ(m) = 0.

The two bullets after `constructor` prove the two directions. The first assumes sin(qm) ≠ 0 and divides it out entry by entry; the second substitutes either zero into the difference. One-sided summation is therefore harmless if the coupling has died out at the supercell boundary.

## Periodic force constants and the commensurate wave numbers

```lean
/-- For reciprocal force constants of period `2m`, sharing the boundary cells makes the dynamical
matrix Hermitian at every `q` and leaves its values at `q = πj/m` unchanged. -/
theorem boundary_sharing {m : ℕ} (hm : 1 ≤ m) (Φ : ℤ → Matrix n n ℝ)
    (hrec : ∀ r, Φ (-r) = (Φ r)ᵀ) (hper : Function.Periodic Φ (2 * (m : ℤ))) :
    (∀ q : ℝ, (sharedDyn m Φ q).IsHermitian) ∧
      ∀ j : ℤ, sharedDyn m Φ (Real.pi * j / m) = cutDyn m Φ (Real.pi * j / m) := by
  refine ⟨shared_isHermitian m Φ hrec, fun j => ?_⟩
  -- periodicity identifies the two boundary cells
  have hedge : Φ (-(m : ℤ)) = Φ m := by
    rw [← hper (-(m : ℤ))]
    congr 1
    ring
  have hm0 : (m : ℝ) ≠ 0 := Nat.cast_ne_zero.mpr (by omega)
  have hs : Real.sin (Real.pi * j / m * m) = 0 := by
    rw [div_mul_cancel₀ _ hm0, mul_comm]
    exact Real.sin_int_mul_pi j
  rw [shared_eq_cut_sub hm Φ hedge, hs]
  simp
```

Now `hper` says Φ(r + 2m) = Φ(r), as for force constants computed in a ring of 2m cells. The conclusion has two parts joined by `∧`, "and": S(q) is Hermitian for every real q, and S = C at q = πj/m for every integer j. These are the wave numbers 2πj/(2m) that fit the supercell.

The first part is already available. For the second, periodicity gives Φ(−m) = Φ(−m + 2m) = Φ(m), which is `hedge`. At q = πj/m,

sin(qm) = sin(πj) = 0,

so the difference between S and C disappears.

Without periodicity the second part can fail. Take m = 1 and two degrees of freedom, with

Φ(0) = 3E, Φ(1) = J, Φ(−1) = −J, all other Φ(r) = 0, with E the identity matrix and
J = [[0, 1], [−1, 0]].

Since Jᵀ = −J, reciprocity holds, and the chain is stable, with squared frequencies 3 ± 2 sin q. At q = 0, however, the one-sided sum is 3E + J while the shared sum is 3E + ½J − ½J = 3E.

One way to program the sharing is to keep a list of nearest periodic images for each pair and average the phase factor over the list. For periodic force constants on the ring of 2m cells, with distances measured between cells, the list has one entry for |r| < m and two at the boundary, where the average is

½ [exp(iqm) + exp(−iqm)] = cos(qm).

Three-dimensional codes often measure distances between atoms instead of cells, so their lists depend on the geometry, which this model does not include. A useful diagnostic is the largest entry of |D − D†| for the assembled matrix D, evaluated before diagonalisation at a wave number that does not fit the supercell: a Hermitian eigensolver that reads only one triangle will conceal a one-sided phase.

## A single degree of freedom per cell

```lean
/-- For a real even sequence, the one-sided Fourier sum has imaginary part `c_m sin(qm)`, and the
sum with shared boundary terms is real. -/
theorem scalar_boundary_sharing (m : ℕ) (c : ℤ → ℝ) (heven : ∀ r, c (-r) = c r) (q : ℝ) :
    (∑ r ∈ Finset.Ioc (-(m : ℤ)) m, (c r : ℂ) * phase q r).im = c m * Real.sin (q * m) ∧
      (∑ r ∈ Finset.Icc (-(m : ℤ)) m, (weight m r : ℂ) * (c r : ℂ) * phase q r).im = 0 := by
  constructor
  · rcases Nat.eq_zero_or_pos m with h0 | hm
    · subst h0
      simp
    have hterm (r : ℤ) : ((c r : ℂ) * phase q r).im = c r * Real.sin (q * r) := by
      rw [Complex.im_ofReal_mul, phase, Complex.exp_ofReal_mul_I_im]
    have hI : Finset.Ioc (-(m : ℤ)) m = insert (m : ℤ) (Finset.Ioo (-(m : ℤ)) m) := by
      ext r
      simp only [Finset.mem_insert, Finset.mem_Ioc, Finset.mem_Ioo]
      omega
    have h2 : (m : ℤ) ∉ Finset.Ioo (-(m : ℤ)) m := by
      simp only [Finset.mem_Ioo]
      omega
    -- interior sine terms cancel in pairs
    have hodd : ∑ r ∈ Finset.Ioo (-(m : ℤ)) m, c r * Real.sin (q * r)
        = -∑ r ∈ Finset.Ioo (-(m : ℤ)) m, c r * Real.sin (q * r) := by
      rw [← Finset.sum_neg_distrib]
      refine Finset.sum_equiv (Equiv.neg ℤ) (fun r => ?_) (fun r _ => ?_)
      · simp only [Finset.mem_Ioo, Equiv.neg_apply]
        omega
      · simp only [Equiv.neg_apply, heven r, Int.cast_neg, mul_neg, Real.sin_neg, neg_neg]
    rw [Complex.im_sum, hI, Finset.sum_insert h2]
    simp only [hterm, Int.cast_natCast]
    linarith
  · exact Complex.conj_eq_iff_im.mp
      ((shared_isHermitian m (fun r => Matrix.of fun _ _ : Unit => c r)
        (fun r => by ext a b; exact heven r) q).apply () ())
```

Here Φ is replaced by a real sequence c with c(−r) = c(r), and `.im` takes the imaginary part. The one-sided sum has imaginary part

Σ_{r=1−m}^{m} c(r) sin(qr) = X + c(m) sin(qm),

where X is the sum over |r| < m. Each term of X is odd in r, so reflection gives X = −X and hence X = 0. This is `hodd`, and `linarith` draws the conclusion.

For the shared sum, the proof treats c(r) as a 1×1 matrix, indexed by the one-element type `Unit`. The only entry of a Hermitian 1×1 matrix is real. Periodicity is not needed, because evenness already equates the two boundary values.

## A helical coupling with a nonzero boundary term

```lean
/-- A helical coupling: the force constants at separation `r` are a clockwise rotation by `πr/m`. -/
def helicalCoupling (m : ℕ) (r : ℤ) : Matrix (Fin 2) (Fin 2) ℝ :=
  !![Real.cos (Real.pi * r / m), Real.sin (Real.pi * r / m);
    -Real.sin (Real.pi * r / m), Real.cos (Real.pi * r / m)]
```

Each Φ(r) is a 2×2 rotation, clockwise through the angle πr/m:

Φ(r) = [[cos(πr/m), sin(πr/m)], [−sin(πr/m), cos(πr/m)]].

`Fin 2` is the index set with two elements.

```lean
/-- For `m ≥ 1`, the helical coupling is reciprocal, has period `2m`, and equals minus the identity
at the boundary cell. -/
theorem boundary_sharing_witness {m : ℕ} (hm : 1 ≤ m) :
    (∀ r, helicalCoupling m (-r) = (helicalCoupling m r)ᵀ) ∧
      Function.Periodic (helicalCoupling m) (2 * (m : ℤ)) ∧ helicalCoupling m m = -1 := by
  have hm0 : (m : ℝ) ≠ 0 := Nat.cast_ne_zero.mpr (by omega)
  refine ⟨fun r => ?_, fun r => ?_, ?_⟩
  · have h : Real.pi * ((-r : ℤ) : ℝ) / m = -(Real.pi * r / m) := by
      push_cast
      ring
    simp only [helicalCoupling, h, Real.cos_neg, Real.sin_neg, neg_neg]
    ext i j
    fin_cases i <;> fin_cases j <;> rfl
  · have h : Real.pi * ((r + 2 * (m : ℤ) : ℤ) : ℝ) / m = Real.pi * r / m + 2 * Real.pi := by
      rw [div_add' _ _ _ hm0]
      congr 1
      push_cast
      ring
    simp only [helicalCoupling, h, Real.cos_add_two_pi, Real.sin_add_two_pi]
  · have h : Real.pi * ((m : ℤ) : ℝ) / m = Real.pi := by
      rw [Int.cast_natCast, mul_div_assoc, div_self hm0, mul_one]
    simp only [helicalCoupling, h, Real.cos_pi, Real.sin_pi]
    ext i j
    fin_cases i <;> fin_cases j <;> simp

end

end PhononBoundarySharing
```

For m ≥ 1, replacing r by −r reverses the rotation, which is transposition. Adding 2m to r adds 2π to the angle, and r = m gives a half-turn, so Φ(m) = −1, minus the identity matrix. The three parts of the proof compute these angles and apply the corresponding identities for sine and cosine.

The example therefore meets the assumptions of `boundary_sharing` with a boundary coupling that does not vanish. By `cut_isHermitian_iff`, its one-sided dynamical matrix is non-Hermitian at every q with sin(qm) ≠ 0.

```lean
#print axioms PhononBoundarySharing.cut_isHermitian_iff
#print axioms PhononBoundarySharing.boundary_sharing
#print axioms PhononBoundarySharing.scalar_boundary_sharing
```

```
'PhononBoundarySharing.cut_isHermitian_iff' depends on axioms: [propext, Classical.choice, Quot.sound]
'PhononBoundarySharing.boundary_sharing' depends on axioms: [propext, Classical.choice, Quot.sound]
'PhononBoundarySharing.scalar_boundary_sharing' depends on axioms: [propext, Classical.choice, Quot.sound]
```
